# Above the Landau pole, the timelike average of the one-loop QCD coupling is an arctangent and lies below the spacelike value

The ratio R(s) of hadron to muon-pair production in e⁺e⁻ annihilation is measured at timelike momentum, while the running coupling is real at spacelike momentum. On the way from one to the other the logarithm in the coupling acquires an imaginary part, which produces terms containing π². In the one-loop model used here, they make the correction to R smaller than the spacelike coupling.

The size of the effect can be computed when the Adler function D(Q²), minus the derivative of the vacuum polarization with respect to log Q², is taken to be the one-loop coupling itself. Write Q² for the momentum squared, positive when spacelike, and s for the squared centre-of-mass energy. Let A be the coupling at Q² = s, normalised as α_s/π with α_s the strong coupling, and let b > 0 be the one-loop beta coefficient, defined by dA/d log s = −bA². For s above the Landau pole, the scale at which this coupling diverges, the average of the coupling over the circle |Q²| = s represents the correction to R relative to its parton-model value. This timelike quantity is

arctan(πbA)/(πb),

and it lies strictly between A − π²b²A³/3 and A. This bears on extracting the strong coupling from R, within a one-loop model that leaves out higher orders, quark masses and the constant parton-model term.

## The coupling, the circle and the polarization

```lean
import Mathlib

open Complex (I)
open scoped Real

namespace TimelikeCoupling

noncomputable section

/-- The one-loop running coupling at complex spacelike momentum squared `z`, with value `a` at
the squared scale `M`. Its domain is `M > 0`, `z ≠ 0`, away from the Landau pole. -/
def coupling (a b M : ℝ) (z : ℂ) : ℂ := a / (1 + a * b * Complex.log (z / M))
```

A `def` introduces a function. Here `z` is the complex Q², and `M` is a squared reference scale, not a mass. The number `a` is the coupling at `M`, and `b` is the one-loop beta coefficient, which sets how fast the coupling runs; b > 0 means asymptotic freedom, as in QCD. In ordinary notation,

a(z) = a/(1 + ab log(z/M)).

`Complex.log` is the principal logarithm, with imaginary part in (−π, π].

```lean
/-- The one-loop running coupling at a real squared scale `s`, for `M, s > 0` and `s` not at the
Landau pole. -/
def realCoupling (a b M s : ℝ) : ℝ := a / (1 + a * b * Real.log (s / M))
```

This is the same formula at a real scale s. Its value is the A of the introduction.

```lean
/-- The average of an Adler function `D` over the circle of radius `s` in the complex plane of
momentum squared. -/
def timelike (D : ℂ → ℂ) (s : ℝ) : ℂ :=
  (1 / (2 * (π : ℂ))) * (∫ t in (-π)..π, D (s * Complex.exp (t * I)))
```

For any function D, `timelike D s` is

(1/2π) ∫ D(s e^(it)) dt, with t from −π to π.

The circle runs from the lower to the upper side of the cut at Q² = −s. Integrating the derivative of the polarization along it gives the jump across the cut, which is why this average represents R.

```lean
/-- The vacuum polarization function of the model whose Adler function is the one-loop running
coupling, for `b ≠ 0`, `M > 0`, `z ≠ 0` and away from the Landau pole. -/
def polarization (a b M : ℝ) (z : ℂ) : ℂ :=
  -(Complex.log (1 + a * b * Complex.log (z / M))) / b
```

The polarization is written down explicitly:

Π(z) = −log(1 + ab log(z/M))/b.

That −z dΠ/dz is the coupling, away from the cuts of the logarithms, is proved below.

## The integral over angles

```lean
/-- For `b ≠ 0`, the average of `a / (1 + i a b t)` over the angles from `-π` to `π` is
`arctan (π a b) / (π b)`. -/
theorem angular_average (a b : ℝ) (hb : b ≠ 0) :
    (1 / (2 * (π : ℂ))) * (∫ t in (-π)..π, (a : ℂ) / (1 + I * a * b * t)) =
      ((Real.arctan (π * a * b) / (π * b) : ℝ) : ℂ) := by
  have hne : ∀ t : ℝ, (1 + I * a * b * t : ℂ) ≠ 0 := by
    intro t h
    have := congrArg Complex.re h
    simp at this
  -- an explicit antiderivative, split into real and imaginary parts
  have hd : ∀ t : ℝ, HasDerivAt (fun t : ℝ => ((Real.arctan (a * b * t) / b : ℝ) : ℂ) -
      I * ((Real.log (1 + (a * b * t) * (a * b * t)) / (2 * b) : ℝ) : ℂ))
      ((a : ℂ) / (1 + I * a * b * t)) t := by
    intro t
    have hl : HasDerivAt (fun t : ℝ => a * b * t) (a * b) t := by
      simpa using (hasDerivAt_id t).const_mul (a * b)
    have hD : 1 + (a * b * t) * (a * b * t) ≠ 0 := by
      nlinarith [mul_self_nonneg (a * b * t)]
    have h1 : HasDerivAt (fun t : ℝ => Real.arctan (a * b * t) / b)
        (a / (1 + (a * b * t) ^ 2)) t := by
      refine (hl.arctan.div_const b).congr_deriv ?_
      rw [← mul_assoc, mul_div_cancel_right₀ _ hb]
      ring
    have h2 : HasDerivAt (fun t : ℝ => Real.log (1 + (a * b * t) * (a * b * t)) / (2 * b))
        (a * (a * b * t) / (1 + (a * b * t) * (a * b * t))) t := by
      refine ((((hl.fun_mul hl).const_add 1).log hD).div_const (2 * b)).congr_deriv ?_
      rw [div_div, div_eq_div_iff (mul_ne_zero hD (mul_ne_zero two_ne_zero hb)) hD]
      ring
    refine (h1.ofReal_comp.fun_sub (h2.ofReal_comp.const_mul I)).congr_deriv ?_
    have hc : (1 + ((a : ℂ) * b * t) ^ 2) ≠ 0 := by
      rw [pow_two]
      exact_mod_cast hD
    rw [eq_div_iff (hne t)]
    push_cast
    linear_combination div_mul_cancel₀ (a : ℂ) hc -
      ((a : ℂ) / (1 + ((a : ℂ) * b * t) ^ 2) * ((a : ℂ) * b * t) ^ 2) * Complex.I_sq
  have hcont : Continuous (fun t : ℝ => (a : ℂ) / (1 + I * a * b * t)) :=
    continuous_const.div (by fun_prop) hne
  rw [intervalIntegral.integral_eq_sub_of_hasDerivAt (fun t _ => hd t)
    (hcont.intervalIntegrable _ _)]
  -- the logarithm is even and cancels, the arctangent is odd and doubles
  have e1 : Real.arctan (a * b * (-π)) = -Real.arctan (π * a * b) := by
    rw [← Real.arctan_neg]
    congr 1
    ring
  have e2 : a * b * π = π * a * b := by ring
  have e3 : (a * b * (-π)) * (a * b * (-π)) = (a * b * π) * (a * b * π) := by ring
  rw [e3, e1, e2]
  simp only [Complex.ofReal_div, Complex.ofReal_mul, Complex.ofReal_neg]
  ring
```

A theorem lists its variables and hypotheses, then a colon, then the claim; the proof follows `:= by`. The claim holds for all real a and nonzero b. The right side is a real number regarded as complex, so the equation also says that the imaginary part vanishes. For b = 0 and a ≠ 0 it would fail, since Lean sets division by zero to zero.

By hand, separate the integrand into real and imaginary parts:

a/(1 + iabt) = a/(1 + (abt)²) − i a(abt)/(1 + (abt)²).

An antiderivative is

F(t) = arctan(abt)/b − i log(1 + (abt)²)/(2b).

The logarithm is even in t and cancels between the endpoints, while the arctangent is odd and doubles:

F(π) − F(−π) = 2 arctan(πab)/b.

Division by 2π gives the result.

In the proof, `hne` shows that the denominator never vanishes, because its real part is 1. `h1` and `h2` differentiate the two parts of F, and `hd` combines them. `hcont` supplies integrability for the fundamental theorem of calculus, `intervalIntegral.integral_eq_sub_of_hasDerivAt`. Finally `e1` uses oddness and `e3` evenness.

## Two bounds on the arctangent

```lean
/-- For `x > 0` the arctangent lies strictly between `x - x³/3` and `x`. -/
theorem arctan_bounds {x : ℝ} (hx : 0 < x) :
    x - x ^ 3 / 3 < Real.arctan x ∧ Real.arctan x < x := by
  have d1 : ∀ y : ℝ, HasDerivAt (fun y => Real.arctan y - (y - y ^ 3 / 3))
      (1 / (1 + y ^ 2) - (1 - y ^ 2)) y := fun y =>
    (Real.hasDerivAt_arctan y).fun_sub ((hasDerivAt_id' y).fun_sub
      (((hasDerivAt_pow 3 y).div_const 3).congr_deriv (by norm_num)))
  have d2 : ∀ y : ℝ, HasDerivAt (fun y => y - Real.arctan y) (1 - 1 / (1 + y ^ 2)) y :=
    fun y => (hasDerivAt_id' y).fun_sub (Real.hasDerivAt_arctan y)
  -- both differences vanish at zero and increase
  have m1 := strictMonoOn_of_deriv_pos (convex_Ici (0 : ℝ))
    (fun y _ => (d1 y).continuousAt.continuousWithinAt) (by
      intro y hy
      rw [interior_Ici] at hy
      have hy' : 0 < y := hy
      rw [(d1 y).deriv, sub_pos, lt_div_iff₀ (by positivity)]
      nlinarith [pow_pos hy' 4])
  have m2 := strictMonoOn_of_deriv_pos (convex_Ici (0 : ℝ))
    (fun y _ => (d2 y).continuousAt.continuousWithinAt) (by
      intro y hy
      rw [interior_Ici] at hy
      have hy' : 0 < y := hy
      rw [(d2 y).deriv, sub_pos, div_lt_iff₀ (by positivity)]
      nlinarith [pow_pos hy' 2])
  have h1 := m1 (Set.mem_Ici.2 le_rfl) (Set.mem_Ici.2 hx.le) hx
  have h2 := m2 (Set.mem_Ici.2 le_rfl) (Set.mem_Ici.2 hx.le) hx
  simp only [Real.arctan_zero] at h1 h2
  constructor <;> linarith
```

The symbol `∧` means "and". For x > 0 the theorem says

x − x³/3 < arctan x < x.

Both differences vanish at zero, and for y > 0 their derivatives are positive:

d/dy [arctan y − y + y³/3] = y⁴/(1 + y²)

d/dy [y − arctan y] = y²/(1 + y²).

`d1` and `d2` record the derivatives, and `m1` and `m2` turn their positivity into strict growth on [0, ∞). Comparing the values at 0 and x gives the two inequalities.

## From the reference scale to the circle

```lean
/-- On the circle of radius `s > 0`, with `M > 0` and `s` not at the Landau pole, the coupling at
angle `t` in `(-π, π]` is `A / (1 + i A b t)`, where `A` is the real coupling at scale `s`. -/
theorem coupling_on_circle {a b M s t : ℝ} (hM : 0 < M) (hs : 0 < s)
    (h : 1 + a * b * Real.log (s / M) ≠ 0) (ht : t ∈ Set.Ioc (-π) π) :
    coupling a b M (s * Complex.exp (t * I)) =
      (realCoupling a b M s : ℂ) / (1 + I * (realCoupling a b M s : ℂ) * b * t) := by
  have hl : Complex.log (s * Complex.exp (t * I) / M) = (Real.log (s / M) : ℂ) + t * I := by
    have e : (s * Complex.exp (t * I) / M : ℂ) = ((s / M : ℝ) : ℂ) * Complex.exp (t * I) := by
      rw [Complex.ofReal_div]
      ring
    rw [e, Complex.log_ofReal_mul (div_pos hs hM) (Complex.exp_ne_zero _),
      Complex.log_exp (by simpa using ht.1) (by simpa using ht.2)]
  have key : ∀ D : ℂ, D ≠ 0 →
      (a : ℂ) / (D + I * a * b * t) = (a / D) / (1 + I * (a / D) * b * t) := by
    intro D hD
    have e : 1 + I * (a / D) * b * t = (D + I * a * b * t) / D := by
      rw [eq_div_iff hD]
      linear_combination (I * b * t) * div_mul_cancel₀ (a : ℂ) hD
    rw [e, div_div_div_cancel_right₀ hD]
  have hD : (1 + (a : ℂ) * b * (Real.log (s / M) : ℂ)) ≠ 0 := by exact_mod_cast h
  simp only [coupling, realCoupling]
  rw [hl]
  simp only [Complex.ofReal_div, Complex.ofReal_add, Complex.ofReal_mul, Complex.ofReal_one]
  rw [← key _ hD]
  congr 1
  ring
```

The hypothesis `h` keeps s off the Landau pole, and `Set.Ioc (-π) π` is the interval −π < t ≤ π. On it the principal logarithm gives

log(s e^(it)/M) = log(s/M) + it.

Put N = 1 + ab log(s/M), so that A = a/N. Then

a/(N + iabt) = (a/N)/(1 + i(a/N)bt) = A/(1 + iAbt).

All dependence on M has gone into A. The step `hl` is the logarithm identity, and `key` is the division by N, which the code calls `D`.

```lean
/-- For `a, b, M, s > 0` with `s` above the Landau pole, the circle average of the one-loop
coupling is `arctan (π A b) / (π b)`, with `A` the real coupling at scale `s`, and it lies strictly
between `A - π² b² A³ / 3` and `A`. -/
theorem timelike_coupling {a b M s : ℝ} (ha : 0 < a) (hb : 0 < b) (hM : 0 < M) (hs : 0 < s)
    (h : 0 < 1 + a * b * Real.log (s / M)) :
    timelike (coupling a b M) s =
        ((Real.arctan (π * realCoupling a b M s * b) / (π * b) : ℝ) : ℂ) ∧
      realCoupling a b M s - π ^ 2 * b ^ 2 * realCoupling a b M s ^ 3 / 3 <
        Real.arctan (π * realCoupling a b M s * b) / (π * b) ∧
      Real.arctan (π * realCoupling a b M s * b) / (π * b) < realCoupling a b M s := by
  have hπ := Real.pi_pos
  have hA : 0 < realCoupling a b M s := div_pos ha h
  have hB := arctan_bounds (mul_pos (mul_pos hπ hA) hb)
  refine ⟨?_, ?_, ?_⟩
  · have hle : -π ≤ π := by linarith
    rw [← angular_average _ b hb.ne', timelike]
    congr 1
    rw [intervalIntegral.integral_of_le hle, intervalIntegral.integral_of_le hle]
    exact MeasureTheory.setIntegral_congr_fun measurableSet_Ioc
      (fun t ht => coupling_on_circle hM hs h.ne' ht)
  · rw [lt_div_iff₀ (by positivity)]
    nlinarith [hB.1]
  · rw [div_lt_iff₀ (by positivity)]
    nlinarith [hB.2]
```

Now `h` requires N > 0, which means s > M exp(−1/(ab)): the scale lies above the Landau pole. The three parts of the claim are the value of the average, its lower bound and its upper bound.

By the previous theorem the integrand is A/(1 + iAbt), so the angular integral, with A in the role of a, gives arctan(πbA)/(πb). For the bounds, set x = πbA, which is positive, and divide the arctangent inequalities by πb:

A − π²b²A³/3 < arctan(πbA)/(πb) < A.

The command `refine ⟨?_, ?_, ?_⟩` splits the claim into these three parts. The first rewrites both integrals over −π < t ≤ π, where the integrands agree; the omitted endpoint does not affect an integral. The other two clear the denominator πb and use `hB`, the arctangent bounds at x.

## The polarization and its imaginary part

```lean
/-- The Adler relation: for `b ≠ 0` and `M > 0`, away from the cuts of the two logarithms, the
polarization has derivative minus the coupling divided by the momentum squared `z`. -/
theorem hasDerivAt_polarization {a b M : ℝ} {z : ℂ} (hb : b ≠ 0) (hM : 0 < M)
    (hz : z ∈ Complex.slitPlane)
    (hw : 1 + a * b * Complex.log (z / M) ∈ Complex.slitPlane) :
    HasDerivAt (polarization a b M) (-(coupling a b M z) / z) z := by
  have hz' : z / (M : ℂ) ∈ Complex.slitPlane := by
    rw [Complex.mem_slitPlane_iff] at hz ⊢
    rw [Complex.div_ofReal_re, Complex.div_ofReal_im]
    exact hz.imp (fun h => div_pos h hM) (fun h => div_ne_zero h hM.ne')
  have hMc : (M : ℂ) ≠ 0 := Complex.ofReal_ne_zero.2 hM.ne'
  have hbc : (b : ℂ) ≠ 0 := Complex.ofReal_ne_zero.2 hb
  have h1 : HasDerivAt (fun w : ℂ => w / (M : ℂ)) (1 / (M : ℂ)) z :=
    (hasDerivAt_id' z).div_const _
  have h2 := (((h1.clog hz').const_mul ((a : ℂ) * b)).const_add 1).clog hw
  refine (h2.fun_neg.div_const (b : ℂ)).congr_deriv ?_
  rw [div_div_div_cancel_right₀ hMc]
  simp only [coupling]
  linear_combination (-((a : ℂ) / (1 + a * b * Complex.log (z / M)) / z)) *
    mul_inv_cancel₀ hbc
```

`HasDerivAt f f' z` says that f has derivative f' at z. `Complex.slitPlane` is the complex plane without zero and the negative real axis, so `hz` and `hw` keep the arguments of the two logarithms off their cuts. The theorem is the Adler relation

−z dΠ/dz = a(z).

By hand it is the chain rule:

dΠ/dz = −(1/b) · (ab/z)/(1 + ab log(z/M)) = −a(z)/z.

`h1` differentiates z/M, `h2` passes through both logarithms, and the last lines cancel b.

```lean
/-- For `a, b, M, s > 0` with `s` above the Landau pole, the circle average of the coupling is
minus the imaginary part of the polarization at momentum squared `-s`, on the upper side of the
cut, divided by `π`. -/
theorem timelike_eq_absorptive {a b M s : ℝ} (ha : 0 < a) (hb : 0 < b) (hM : 0 < M)
    (hs : 0 < s) (h : 0 < 1 + a * b * Real.log (s / M)) :
    timelike (coupling a b M) s = ((-(polarization a b M (-(s : ℂ))).im / π : ℝ) : ℂ) := by
  rw [(timelike_coupling ha hb hM hs h).1]
  congr 1
  have hl : Complex.log (-(s : ℂ) / M) = (Real.log (s / M) : ℂ) + π * I := by
    have e : (-(s : ℂ) / M) = ((s / M : ℝ) : ℂ) * (-1) := by
      rw [Complex.ofReal_div]
      ring
    rw [e, Complex.log_ofReal_mul (div_pos hs hM) (by norm_num), Complex.log_neg_one]
  have hw : 1 + (a : ℂ) * b * Complex.log (-(s : ℂ) / M) =
      Complex.mk (1 + a * b * Real.log (s / M)) (a * b * π) := by
    rw [hl, Complex.mk_eq_add_mul_I]
    simp only [Complex.ofReal_add, Complex.ofReal_mul, Complex.ofReal_one]
    ring
  -- the phase of a number in the right half-plane is an arctangent
  have harg : Real.arctan (a * b * π / (1 + a * b * Real.log (s / M))) =
      Complex.arg (Complex.mk (1 + a * b * Real.log (s / M)) (a * b * π)) := by
    have hlt := abs_lt.1 (Complex.abs_arg_lt_pi_div_two_iff.2 (Or.inl h :
      0 < (Complex.mk (1 + a * b * Real.log (s / M)) (a * b * π)).re ∨
        Complex.mk (1 + a * b * Real.log (s / M)) (a * b * π) = 0))
    exact (congrArg Real.arctan (Complex.tan_arg _)).symm.trans
      (Real.arctan_tan hlt.1 hlt.2)
  have e : π * realCoupling a b M s * b = a * b * π / (1 + a * b * Real.log (s / M)) := by
    simp only [realCoupling]
    ring
  rw [e, harg, polarization, hw, Complex.div_ofReal_im, Complex.neg_im, Complex.log_im]
  ring

end

end TimelikeCoupling
```

```lean
#print axioms TimelikeCoupling.timelike_coupling
-- 'TimelikeCoupling.timelike_coupling' depends on axioms: [propext, Classical.choice, Quot.sound]
#print axioms TimelikeCoupling.hasDerivAt_polarization
-- 'TimelikeCoupling.hasDerivAt_polarization' depends on axioms: [propext, Classical.choice, Quot.sound]
#print axioms TimelikeCoupling.timelike_eq_absorptive
-- 'TimelikeCoupling.timelike_eq_absorptive' depends on axioms: [propext, Classical.choice, Quot.sound]
```

The last theorem states that

(1/2π) ∫ a(s e^(it)) dt = −Im Π(−s)/π.

The principal logarithm at −s takes the value on the upper side of the cut in Q². Textbooks usually approach from q² = s + i0, where q² = −Q²; that is the lower side in Q², the imaginary part has the opposite sign, and the minus disappears.

By hand, log(−s/M) = log(s/M) + iπ, so the outer logarithm has argument N + iπab. Since N > 0, its phase is an arctangent:

Im Π(−s) = −arctan(πab/N)/b = −arctan(πbA)/b.

Dividing by −π reproduces the circle average. In the proof, `hl` is the inner logarithm, `hw` the complex number N + iπab, and `harg` the identification of its phase, valid because the phase lies between −π/2 and π/2. Both sides are thus evaluated to the same arctangent.

The step from here to experiment is the optical theorem, which identifies the absorptive part of the polarization with the measured cross section. It enters as physics and is not derived from the hypotheses.

## Three quark flavours, and a coupling that stops running

With a normalised as α_s/π and three quark flavours, b = 9/4. Choose s so that πbA = 1/√3, which means A ≈ 0.0817. Since arctan(1/√3) = π/6, the average is

(π/6)/(πb) = 1/(6b) = 2/27 ≈ 0.0741.

The lower bound is A(1 − 1/9) ≈ 0.0726. Using A itself for the timelike quantity would overestimate it by about 10 per cent.

As b → 0 with a, M and s fixed, A tends to a and the gap between the two bounds, π²b²A³/3, tends to zero. The average then tends to a: a coupling that does not run has the same value at spacelike and timelike momentum.
